# The committor equations of a finite Markov chain have exactly one solution when every state can reach A ∪ B

After a trajectory has been sorted into discrete states and a transition matrix estimated, a code that computes committors passes a linear system to a solver. That system has exactly one solution only if it is nonsingular. For a stochastic matrix and disjoint end sets, this can be settled beforehand by a graph search: from every state, some sequence of positive transitions must lead to an end set.

## The linear system and its solvability condition

Let $S$ be a finite set of states and $P_{xy}$ the probability of a step from $x$ to $y$, so that $P_{xy}\ge 0$ and $\sum_y P_{xy}=1$. Let $A$ and $B$ be disjoint subsets of $S$, for instance reactant and product, and write $C=A\cup B$. With $(Pq)(x)=\sum_y P_{xy}\,q(y)$, the committor equations are

$$q=0 \text{ on } A,\qquad q=1 \text{ on } B,\qquad q(x)=(Pq)(x)\ \text{ for } x\notin C.$$

If $C$ can be reached from every state by positive transitions, these equations have exactly one real solution, and $0\le q\le 1$. Conversely, if they have exactly one solution, then $C$ can be reached from every state.

## Checks before and after the solve

A search backwards from $C$ along the positive entries of $P$ finds every state that can reach $C$. If it misses any state, the system is singular. If no remaining state outside $C$ has a transition into the missed states, deleting them leaves the other equations unchanged. Otherwise some remaining row outside $C$ sums to less than one after the deletion, and the theorems below do not cover the reduced system.

After the solve, the bounds serve as a test. If the search succeeded and a computed value still lies outside $[0,1]$ by more than numerical error, the fault is in the matrix, the assembly of the system or the solver.

Take states 0, 1, 2, 3 with $A=\{0\}$, $B=\{3\}$ and the interior rows

$$P_{1\cdot}=(0.2,\;0.5,\;0.3,\;0),\qquad P_{2\cdot}=(0,\;0.1,\;0.5,\;0.4).$$

The equations at states 1 and 2 are

$$q(1)=0.5\,q(1)+0.3\,q(2),\qquad q(2)=0.1\,q(1)+0.5\,q(2)+0.4.$$

The first gives $q(1)=0.6\,q(2)$. The second then becomes $0.44\,q(2)=0.4$, so $q(2)=10/11$ and $q(1)=6/11$. Now add a state 4 with $P_{44}=1$. Its equation reads $q(4)=q(4)$, which any real number satisfies, including numbers outside $[0,1]$. Both uniqueness and the bounds are lost.

## From a maximum principle to an invertible matrix

**A maximum spreads along transitions.** Suppose $h$ attains its largest value at $z$ and $h(z)=(Ph)(z)$. Since row $z$ sums to one,

$$\sum_y P_{zy}\,\bigl(h(z)-h(y)\bigr)=h(z)-(Ph)(z)=0.$$

Every term is nonnegative, so every term vanishes. If $P_{zw}>0$, then $h(w)=h(z)$.

**Boundary values bound the interior.** Let $h=Ph$ off $C$ and $h\le c$ on $C$, with $C$ reachable from every state. Suppose $h$ exceeds $c$ somewhere. Then its maximum, attained at some $m$, also exceeds $c$. Follow a path of positive transitions from $m$ to a state $y\in C$. As long as the value along the path is $h(m)>c$, the current state is not in $C$, so $h=Ph$ holds there and the next state has the same value. Hence $h(y)=h(m)>c$, which contradicts $h(y)\le c$. Applying this to $-h$ gives the corresponding lower bound.

**Existence, uniqueness and bounds.** Define the linear operator

$$(Lf)(x)=\begin{cases} f(x), & x\in C,\\ f(x)-(Pf)(x), & x\notin C.\end{cases}$$

If $Lf=0$, then $f$ vanishes on $C$ and satisfies $f=Pf$ elsewhere. The two bounds with $c=0$ give $f=0$, so $L$ is injective. It maps a finite-dimensional space to itself and is therefore also surjective. Let $\mathbf 1_B$ be 1 on $B$ and 0 elsewhere. Because $A$ and $B$ are disjoint, $Lq=\mathbf 1_B$ is exactly the set of committor equations, so it has one solution. The lower bound with $c=0$ and the upper bound with $c=1$ give $0\le q\le1$.

**Uniqueness forces reachability.** Let $q$ be the only solution. If $Lf=0$, then $q+f$ is also a solution, so $f=0$. Thus $L$ is injective, hence surjective, and some $f$ satisfies $Lf=1$ at every state. Suppose a state $x$ cannot reach $C$. Among the states accessible from $x$, including $x$ itself, choose $m$ where $f$ is smallest. Every $y$ with $P_{my}>0$ is also accessible from $x$, so $f(y)\ge f(m)$ and therefore $(Pf)(m)\ge f(m)$. But $m\notin C$, so $f(m)-(Pf)(m)=1$, a contradiction.

**One intermediate state.** For states 0, 1, 2 with $A=\{0\}$ and $B=\{2\}$, the interior equation is $q(1)=P_{11}\,q(1)+P_{12}$. Since $1-P_{11}=P_{10}+P_{12}$,

$$q(1)=\frac{P_{12}}{P_{10}+P_{12}}$$

whenever the denominator is positive. This is the branching ratio of the two exits.

## The Lean file

```lean
import Mathlib

open Matrix

namespace FiniteCommittor

variable {S : Type*} [Fintype S] {P : Matrix S S ℝ} {A B C : Set S}

/-- A matrix of transition probabilities: nonnegative entries and unit row sums. -/
structure IsStochastic (P : Matrix S S ℝ) : Prop where
  nonneg : ∀ x y, 0 ≤ P x y
  row_sum : ∀ x, ∑ y, P x y = 1

/-- From every state some state of `C` can be reached by finitely many transitions of
positive probability. -/
def TargetReachable (P : Matrix S S ℝ) (C : Set S) : Prop :=
  ∀ x, ∃ y ∈ C, Relation.ReflTransGen (fun i j => 0 < P i j) x y

/-- The committor equations: `q = 0` on `A`, `q = 1` on `B`, and `q = P q` elsewhere. -/
structure IsCommittor (P : Matrix S S ℝ) (A B : Set S) (q : S → ℝ) : Prop where
  on_A : ∀ x ∈ A, q x = 0
  on_B : ∀ x ∈ B, q x = 1
  harmonic : ∀ x ∉ A ∪ B, q x = (P *ᵥ q) x

open Classical in
/-- The linear operator of the boundary value problem: the identity on `C` and `1 - P`
elsewhere. -/
noncomputable def boundaryOperator (P : Matrix S S ℝ) (C : Set S) :
    (S → ℝ) →ₗ[ℝ] (S → ℝ) where
  toFun f x := if x ∈ C then f x else f x - (P *ᵥ f) x
  map_add' f g := by
    ext x
    by_cases h : x ∈ C
    · simp [h]
    · simp only [if_neg h, Pi.add_apply, Matrix.mulVec_add]
      ring
  map_smul' a f := by
    ext x
    by_cases h : x ∈ C
    · simp [h]
    · simp only [if_neg h, Pi.smul_apply, Matrix.mulVec_smul, smul_eq_mul, RingHom.id_apply]
      ring

/-- On the boundary set the operator returns the value of the function. -/
theorem operator_on (P : Matrix S S ℝ) (f : S → ℝ) {x : S} (hx : x ∈ C) :
    boundaryOperator P C f x = f x := if_pos hx

/-- Off the boundary set the operator returns `f - P f`. -/
theorem operator_off (P : Matrix S S ℝ) (f : S → ℝ) {x : S} (hx : x ∉ C) :
    boundaryOperator P C f x = f x - (P *ᵥ f) x := if_neg hx

/-- If `h` is maximal at `z` and equals its one-step average there, then it has the same
value at every state to which `z` has a positive transition probability. -/
theorem maximum_spreads (hP : IsStochastic P) {h : S → ℝ} {z w : S}
    (hmax : ∀ y, h y ≤ h z) (hz : h z = (P *ᵥ h) z) (hzw : 0 < P z w) : h w = h z := by
  have hz' : h z = ∑ y, P z y * h y := hz
  have hs : ∑ y, P z y * (h z - h y) = 0 := by
    simp only [mul_sub, Finset.sum_sub_distrib, ← Finset.sum_mul, hP.row_sum z, one_mul]
    linarith
  -- a vanishing sum of nonnegative terms vanishes term by term
  have h0 := (Finset.sum_eq_zero_iff_of_nonneg (fun y _ =>
    mul_nonneg (hP.nonneg z y) (sub_nonneg.mpr (hmax y)))).mp hs w (Finset.mem_univ w)
  rcases mul_eq_zero.mp h0 with h1 | h1 <;> linarith

/-- Maximum principle: a function harmonic off a reachable set `C` and at most `c` on `C`
is at most `c` everywhere. -/
theorem maximum_principle (hP : IsStochastic P) (hC : TargetReachable P C) {h : S → ℝ}
    {c : ℝ} (hh : ∀ x ∉ C, h x = (P *ᵥ h) x) (hb : ∀ x ∈ C, h x ≤ c) (x : S) :
    h x ≤ c := by
  have : Nonempty S := ⟨x⟩
  obtain ⟨m, hm⟩ := Finite.exists_max h
  by_contra hx
  have hmc : c < h m := lt_of_lt_of_le (not_le.mp hx) (hm x)
  obtain ⟨y, hyC, hy⟩ := hC m
  -- carry the maximal value along a path to the boundary
  have key : h y = h m := by
    clear hyC
    induction hy with
    | refl => rfl
    | @tail z w _ hzw ih =>
      have hz : z ∉ C := fun hz => by linarith [hb z hz]
      exact (maximum_spreads hP (fun y => by rw [ih]; exact hm y) (hh z hz) hzw).trans ih
  linarith [hb y hyC]

/-- Minimum principle: a function harmonic off a reachable set `C` and at least `c` on `C`
is at least `c` everywhere. -/
theorem minimum_principle (hP : IsStochastic P) (hC : TargetReachable P C) {h : S → ℝ}
    {c : ℝ} (hh : ∀ x ∉ C, h x = (P *ᵥ h) x) (hb : ∀ x ∈ C, c ≤ h x) (x : S) :
    c ≤ h x := by
  have hneg : ∀ y ∉ C, (-h) y = (P *ᵥ (-h)) y := fun y hy => by
    simp only [Matrix.mulVec_neg, Pi.neg_apply]
    rw [← hh y hy]
  have := maximum_principle hP hC (c := -c) hneg (fun y hy => neg_le_neg (hb y hy)) x
  exact neg_le_neg_iff.mp this

/-- When `C` is reachable from every state, the operator of the boundary value problem
is injective. -/
theorem operator_injective (hP : IsStochastic P) (hC : TargetReachable P C) :
    Function.Injective (boundaryOperator P C) := by
  refine (injective_iff_map_eq_zero (boundaryOperator P C)).mpr fun f hf => ?_
  have hon : ∀ x ∈ C, f x = 0 := fun x hx =>
    (operator_on P f hx).symm.trans (congrFun hf x)
  have hoff : ∀ x ∉ C, f x = (P *ᵥ f) x := fun x hx =>
    sub_eq_zero.mp ((operator_off P f hx).symm.trans (congrFun hf x))
  ext x
  exact le_antisymm (maximum_principle hP hC hoff (fun y hy => (hon y hy).le) x)
    (minimum_principle hP hC hoff (fun y hy => (hon y hy).ge) x)

/-- For disjoint `A` and `B` whose union is reachable from every state, the committor
equations have exactly one real solution, and its values lie between 0 and 1. -/
theorem committor_existsUnique (hP : IsStochastic P) (hAB : Disjoint A B)
    (hC : TargetReachable P (A ∪ B)) :
    ∃ q, IsCommittor P A B q ∧ (∀ x, 0 ≤ q x ∧ q x ≤ 1) ∧
      ∀ r, IsCommittor P A B r → r = q := by
  have hinj := operator_injective hP hC
  -- in finite dimension injectivity gives a solution for the boundary data
  obtain ⟨q, hq⟩ := LinearMap.injective_iff_surjective.mp hinj
    (B.indicator (fun _ => (1 : ℝ)))
  have hcom : IsCommittor P A B q := by
    refine ⟨fun x hx => ?_, fun x hx => ?_, fun x hx => ?_⟩
    · exact ((operator_on P q (Or.inl hx : x ∈ A ∪ B)).symm.trans (congrFun hq x)).trans
        (Set.indicator_of_notMem (Set.disjoint_left.mp hAB hx) _)
    · exact ((operator_on P q (Or.inr hx : x ∈ A ∪ B)).symm.trans (congrFun hq x)).trans
        (Set.indicator_of_mem hx _)
    · exact sub_eq_zero.mp (((operator_off P q hx).symm.trans (congrFun hq x)).trans
        (Set.indicator_of_notMem (fun h => hx (Or.inr h)) _))
  refine ⟨q, hcom, fun x => ⟨?_, ?_⟩, fun r hr => hinj ?_⟩
  · refine minimum_principle hP hC hcom.harmonic (fun y hy => ?_) x
    rcases hy with h | h
    · linarith [hcom.on_A y h]
    · linarith [hcom.on_B y h]
  · refine maximum_principle hP hC hcom.harmonic (fun y hy => ?_) x
    rcases hy with h | h
    · linarith [hcom.on_A y h]
    · linarith [hcom.on_B y h]
  · ext x
    by_cases hx : x ∈ A ∪ B
    · rw [operator_on P r hx, operator_on P q hx]
      rcases hx with h | h
      · rw [hr.on_A x h, hcom.on_A x h]
      · rw [hr.on_B x h, hcom.on_B x h]
    · rw [operator_off P r hx, operator_off P q hx, ← hr.harmonic x hx,
        ← hcom.harmonic x hx, sub_self, sub_self]

/-- Converse: if the committor equations have exactly one solution, then `A ∪ B` is
reachable from every state. -/
theorem reachable_of_existsUnique (hP : IsStochastic P)
    (h : ∃! q, IsCommittor P A B q) : TargetReachable P (A ∪ B) := by
  obtain ⟨q, hq, huniq⟩ := h
  -- a null vector of the operator could be added to the committor
  have hinj : Function.Injective (boundaryOperator P (A ∪ B)) := by
    refine (injective_iff_map_eq_zero (boundaryOperator P (A ∪ B))).mpr fun f hf => ?_
    have hon : ∀ x ∈ A ∪ B, f x = 0 := fun x hx =>
      (operator_on P f hx).symm.trans (congrFun hf x)
    have hoff : ∀ x ∉ A ∪ B, f x = (P *ᵥ f) x := fun x hx =>
      sub_eq_zero.mp ((operator_off P f hx).symm.trans (congrFun hf x))
    have hr : IsCommittor P A B (q + f) :=
      ⟨fun x hx => by simp [hq.on_A x hx, hon x (Or.inl hx)],
       fun x hx => by simp [hq.on_B x hx, hon x (Or.inr hx)],
       fun x hx => by
        simp only [Matrix.mulVec_add, Pi.add_apply]
        rw [← hq.harmonic x hx, ← hoff x hx]⟩
    have := huniq _ hr
    simpa using this
  obtain ⟨f, hf⟩ := LinearMap.injective_iff_surjective.mp hinj (fun _ => (1 : ℝ))
  intro x
  by_contra hx
  -- minimise f over the states accessible from x
  obtain ⟨m, hm, hmin⟩ := Set.exists_min_image
    {y | Relation.ReflTransGen (fun i j => 0 < P i j) x y} f (Set.toFinite _)
    ⟨x, Relation.ReflTransGen.refl⟩
  have hm' : Relation.ReflTransGen (fun i j => 0 < P i j) x m := hm
  have hmC : m ∉ A ∪ B := fun h => hx ⟨m, h, hm'⟩
  have heq : f m - (P *ᵥ f) m = 1 := (operator_off P f hmC).symm.trans (congrFun hf m)
  have hle : f m ≤ (P *ᵥ f) m := by
    calc f m = ∑ y, P m y * f m := by rw [← Finset.sum_mul, hP.row_sum, one_mul]
      _ ≤ ∑ y, P m y * f y := by
        refine Finset.sum_le_sum fun y _ => ?_
        rcases (hP.nonneg m y).eq_or_lt with h | h
        · simp [← h]
        · exact mul_le_mul_of_nonneg_left (hmin y (hm'.tail h)) h.le
      _ = (P *ᵥ f) m := rfl
  linarith

/-- With a single intermediate state 1 between `A = {0}` and `B = {2}`, the committor there
is the probability of a direct step to `B` divided by that of a direct step to `A` or `B`. -/
theorem three_state_committor {P : Matrix (Fin 3) (Fin 3) ℝ} {q : Fin 3 → ℝ}
    (hP : IsStochastic P) (hq : IsCommittor P {0} {2} q) (h : 0 < P 1 0 + P 1 2) :
    q 1 = P 1 2 / (P 1 0 + P 1 2) := by
  have h1 := hq.harmonic 1 (by simp)
  have h0 := hq.on_A 0 (Set.mem_singleton 0)
  have h2 := hq.on_B 2 (Set.mem_singleton 2)
  have hs := hP.row_sum 1
  simp only [Matrix.mulVec, dotProduct, Fin.sum_univ_three] at h1 hs
  rw [h0, h2] at h1
  rw [eq_div_iff h.ne']
  linear_combination h1 + q 1 * hs

end FiniteCommittor
```

```lean
#print axioms FiniteCommittor.committor_existsUnique
-- 'FiniteCommittor.committor_existsUnique' depends on axioms: [propext, Classical.choice, Quot.sound]
#print axioms FiniteCommittor.reachable_of_existsUnique
-- 'FiniteCommittor.reachable_of_existsUnique' depends on axioms: [propext, Classical.choice, Quot.sound]
#print axioms FiniteCommittor.three_state_committor
-- 'FiniteCommittor.three_state_committor' depends on axioms: [propext, Classical.choice, Quot.sound]
```

## Reading the definitions and theorems

The states form an arbitrary finite type `S`, and `P x y` is the probability of going from `x` to `y`. Rows therefore sum to one, and a code that stores the transpose must convert. `IsStochastic` records the two conditions on the entries, and `P *ᵥ q` is the product $Pq$.

`TargetReachable P C` says that each state is joined to some member of `C` by a finite chain of positive transitions. `Relation.ReflTransGen` allows a chain of length zero, so states already in `C` qualify. `IsCommittor P A B q` contains the three equations and no bounds on `q`.

`committor_existsUnique` assumes a stochastic matrix, disjoint `A` and `B`, and reachability of `A ∪ B`. It provides a committor with values between 0 and 1 that equals every other real solution `r`, whether or not `r` was assumed to be bounded. `reachable_of_existsUnique` is the converse. It needs no separate disjointness hypothesis, because a state in both sets would have to satisfy $0=1$. `three_state_committor` gives the branching ratio, with the positive exit probability as its hypothesis `h`.

## How the lemmas follow the derivation

`boundaryOperator` is $L$, and `operator_on` and `operator_off` give its two cases. In `maximum_spreads`, the lemma `Finset.sum_eq_zero_iff_of_nonneg` turns the vanishing sum into vanishing terms. `maximum_principle` takes a maximiser from `Finite.exists_max` and carries its value along the path by induction on `ReflTransGen`; the `tail` case adds one transition. `minimum_principle` applies the result to `-h`.

`operator_injective` combines both principles at zero. In `committor_existsUnique`, `LinearMap.injective_iff_surjective` supplies the solution for the right-hand side `B.indicator (fun _ => (1 : ℝ))`. Uniqueness follows by showing that two committors have the same image under the operator.

The converse first obtains injectivity by adding a null vector `f` to `q`. It then solves for the constant right-hand side 1 and uses `Set.exists_min_image` to pick the minimiser `m` among the accessible states. The `calc` block proves $f(m)\le(Pf)(m)$, and `linarith` closes the contradiction. In the three-state theorem, `linear_combination` adds the interior equation to `q 1` times the row sum.

## A singularity test in exact arithmetic

For a finite, discrete-time Markov state model with a given transition matrix, the theorems justify using reachability as the test for a well-posed committor calculation. Neither detailed balance nor irreducibility is required, and $A$ and $B$ need not each be reachable from every state: their union suffices.

The theorems concern real numbers and say nothing about conditioning. In the three-state case the coefficient to be inverted is $P_{10}+P_{12}$. If it is positive but comparable to the error in the matrix entries, the solution is unique and still numerically unreliable. Setting small positive entries to zero can remove the only route to $C$, and it leaves row sums below one unless the rows are renormalised. The search should therefore run on the matrix that is actually used in the solve, after a check that its rows sum to one.

The committor is defined here by its equations. The file constructs no random trajectories, so the usual reading of $q(x)$ as the probability of reaching $B$ before $A$ is an interpretation that it does not prove. Statistical error in an estimated $P$, the effect of sorting configurations into states, and the choice of lag time also remain to be assessed separately.
